# The Fano profile with several continua: a flat background plus a resonance of weight ρ²

## Amplitudes, conventions and the correlation coefficient

An initial state absorbs a photon and ends in one of several continua. It can go there directly, or through a discrete state that decays into the same continua. The continuum states are normalised per unit energy. Two vectors describe the process, with one component per continuum:

- V holds the couplings between the discrete state and the continua.
- d holds the direct dipole amplitudes from the initial state into the continua.

The reduced energy e is the energy minus the resonance energy, in units of half the resonance width. The profile parameter q compares the dipole amplitude of the discrete state, as modified by the continua, with the direct amplitude into the combination of continua that V selects.

The correlation coefficient ρ² is fixed by

|⟨V,d⟩|² = ρ² ‖V‖² ‖d‖².

For nonzero V and d this is the usual quotient, written without a division. In the code ρ² is a real number `ρ2`, and the equation is the hypothesis `hρ`.

The vectors live in a complex inner product space `E`. For n continua this is ℂⁿ, which contains the real vectors as a special case. Mathlib's inner product is linear in its second argument, so ⟨V,d⟩ = Σⱼ V̄ⱼ dⱼ.

```lean
import Mathlib

open Complex

namespace FanoProfile

noncomputable section

variable {E : Type*} [NormedAddCommGroup E] [InnerProductSpace ℂ E]
```

In the cross section summed over all continua, only the component of d along V interferes with the path through the discrete state:

P = (⟨V,d⟩/‖V‖²) V.

```lean
/-- The part of the direct dipole amplitudes `d` that lies along the coupling vector `V`. -/
def resonantPart (V d : E) : E := (inner ℂ V d / (‖V‖ : ℂ) ^ 2) • V
```

The transition amplitude adds the two paths:

T(e) = d + ((q − i)/(e + i)) P.

This form is taken as the starting point and is not derived from a Hamiltonian. It describes one isolated resonance, with V, d and q constant across its width. The definition allows complex q, while e is always real.

```lean
/-- The transition amplitude into the continua at reduced energy `e`: the direct amplitude `d`
plus the path through the discrete state, with profile parameter `q`. -/
def amplitude (V d : E) (q : ℂ) (e : ℝ) : E :=
  d + ((q - I) / ((e : ℂ) + I)) • resonantPart V d
```

The cross section summed over all continua is proportional to

σ(e) = ‖T(e)‖².

The partial cross sections into individual continua are not treated.

```lean
/-- The cross section summed over the continua, up to a constant factor. -/
def crossSection (V d : E) (q : ℂ) (e : ℝ) : ℝ := ‖amplitude V d q e‖ ^ 2
```

## Separating the resonant part from the background

The denominator e + i has imaginary part 1, so it is nonzero at every real energy. The proof compares imaginary parts in just this way.

```lean
/-- The resonance denominator `e + i` does not vanish at real energy. -/
theorem add_I_ne_zero (e : ℝ) : (e : ℂ) + I ≠ 0 := by
  intro h
  have h' := congrArg Complex.im h
  simp at h'
```

Write d = (d − P) + P and collect the terms in P. Their coefficient is

1 + (q − i)/(e + i) = (e + i + q − i)/(e + i) = (q + e)/(e + i),

and therefore

T(e) = (d − P) + ((q + e)/(e + i)) P.

All the energy dependence now sits in the second term. In the proof, `hk` is the identity for the coefficient, and `module` does the remaining vector algebra.

```lean
/-- The amplitude is the part of `d` not along `V`, unchanged, plus the part along `V`
multiplied by the Fano factor `(q + e)/(e + i)`. -/
theorem amplitude_split (V d : E) (q : ℂ) (e : ℝ) :
    amplitude V d q e =
      (d - resonantPart V d) + ((q + e) / ((e : ℂ) + I)) • resonantPart V d := by
  have h := add_I_ne_zero e
  have hk : (q + e) / ((e : ℂ) + I) = 1 + (q - I) / ((e : ℂ) + I) := by
    rw [div_eq_iff h, add_mul, div_mul_cancel₀ _ h]
    ring
  rw [amplitude, hk]
  module
```

The first term is orthogonal to V:

⟨V, d − P⟩ = ⟨V,d⟩ − (⟨V,d⟩/‖V‖²) ‖V‖² = 0.

The code treats V = 0 separately, where the inner product vanishes at once. For V ≠ 0 it follows the line above, with `hVV` supplying ⟨V,V⟩ = ‖V‖².

```lean
/-- What remains of `d` after removing its resonant part is orthogonal to the coupling vector. -/
theorem inner_background (V d : E) : inner ℂ V (d - resonantPart V d) = 0 := by
  rcases eq_or_ne V 0 with rfl | hV
  · simp
  · have hVV : inner ℂ V V = (‖V‖ : ℂ) ^ 2 := inner_self_eq_norm_sq_to_K V
    have hn : (‖V‖ : ℂ) ^ 2 ≠ 0 :=
      pow_ne_zero 2 (Complex.ofReal_ne_zero.2 (norm_ne_zero_iff.2 hV))
    rw [resonantPart, inner_sub_right, inner_smul_right, hVV, div_mul_cancel₀ _ hn, sub_self]
```

For V ≠ 0, the squared length of P follows from its definition and from the equation for ρ²:

‖P‖² = |⟨V,d⟩|²/‖V‖² = ρ² ‖d‖².

So ρ² is the fraction of the direct dipole strength that takes part in the interference. The first equality is `h1` in the proof, and the second comes from rewriting with `hρ`.

```lean
/-- The resonant part carries the fraction `ρ2` of the direct strength `‖d‖²`. -/
theorem norm_sq_resonantPart {V d : E} {ρ2 : ℝ} (hV : V ≠ 0)
    (hρ : ‖inner ℂ V d‖ ^ 2 = ρ2 * (‖V‖ ^ 2 * ‖d‖ ^ 2)) :
    ‖resonantPart V d‖ ^ 2 = ρ2 * ‖d‖ ^ 2 := by
  have hv : ‖V‖ ≠ 0 := norm_ne_zero_iff.2 hV
  have h1 : ‖resonantPart V d‖ ^ 2 = ‖inner ℂ V d‖ ^ 2 / ‖V‖ ^ 2 := by
    rw [resonantPart, norm_smul, norm_div, norm_pow, Complex.norm_real, norm_norm]
    field_simp
  rw [h1, hρ, div_eq_iff (pow_ne_zero 2 hv)]
  ring
```

## The line shape from Pythagoras, used twice

Let V ≠ 0. Since P is a multiple of V, it is orthogonal to d − P. For every complex number k,

‖(d − P) + kP‖² = ‖d − P‖² + |k|² ‖P‖².

With k = 1 the left side is ‖d‖², which gives the background:

‖d − P‖² = ‖d‖² − ρ²‖d‖² = ‖d‖² (1 − ρ²).

With k = (q + e)/(e + i) the left side is σ(e). Since |e + i|² = 1 + e²,

σ(e) = ‖d‖² (1 − ρ² + ρ² |q + e|²/(1 + e²)).

The proof turns on the way this use of Pythagoras is stated. The local fact `pyth` is quantified over all `k : ℂ`, so a single proof serves both values. It rests on Mathlib's `norm_add_sq`, the expansion

‖x + y‖² = ‖x‖² + 2 Re⟨x,y⟩ + ‖y‖²,

whose cross term vanishes by the orthogonality `h0`. The annotation `(𝕜 := ℂ)` is there because the norms alone do not tell Lean over which field the inner product is taken. The case k = 1 is stored as `h1`, and the last line, `linear_combination -h1`, uses it to eliminate the background ‖d − P‖² from the expression for σ(e).

```lean
/-- The line shape for a complex profile parameter `q`: a constant background plus a
Fano profile with weight `ρ2`. -/
theorem crossSection_eq {V d : E} {ρ2 : ℝ} (hV : V ≠ 0)
    (hρ : ‖inner ℂ V d‖ ^ 2 = ρ2 * (‖V‖ ^ 2 * ‖d‖ ^ 2)) (q : ℂ) (e : ℝ) :
    crossSection V d q e =
      ‖d‖ ^ 2 * (1 - ρ2 + ρ2 * (‖q + e‖ ^ 2 / (1 + e ^ 2))) := by
  have h0 : inner ℂ (d - resonantPart V d) (resonantPart V d) = 0 := by
    have h := inner_eq_zero_symm.1 (inner_background V d)
    conv_lhs => arg 3; rw [resonantPart]
    rw [inner_smul_right, h, mul_zero]
  -- Pythagoras for the background and any multiple of the resonant part
  have pyth : ∀ k : ℂ, ‖(d - resonantPart V d) + k • resonantPart V d‖ ^ 2 =
      ‖d - resonantPart V d‖ ^ 2 + ‖k‖ ^ 2 * ‖resonantPart V d‖ ^ 2 := by
    intro k
    rw [norm_add_sq (𝕜 := ℂ), inner_smul_right, h0, norm_smul, mul_pow]
    simp
  have h1 := pyth 1
  rw [one_smul, sub_add_cancel, norm_one, norm_sq_resonantPart hV hρ] at h1
  have hI : ‖(e : ℂ) + I‖ ^ 2 = 1 + e ^ 2 := by
    rw [Complex.sq_norm, Complex.normSq_apply]
    simp
    ring
  rw [crossSection, amplitude_split, pyth, norm_div, div_pow, hI, norm_sq_resonantPart hV hρ]
  linear_combination -h1
```

## Where the cross section vanishes

Let d ≠ 0, and suppose first that T(e) = 0. Solving the definition of T for d gives

d = −((q − i)/(e + i)) (⟨V,d⟩/‖V‖²) V,

so d is a multiple of V.

Now suppose that d = cV. Since d ≠ 0, V is nonzero too, and P = d. The background is absent, and

T(e) = ((q + e)/(e + i)) d,

which vanishes exactly when q = −e. Together,

σ(e) = 0 if and only if d is a multiple of V and q = −e.

Because e is real, a profile parameter with a nonzero imaginary part excludes a zero even when d and V are parallel. In the code, `key` is the statement for parallel vectors, and `hc` is the displayed formula for d.

```lean
/-- For nonzero `d` and complex `q`, the cross section vanishes at energy `e` exactly when `d` is
a multiple of `V` and `q = -e`. -/
theorem crossSection_eq_zero_iff {V d : E} (hd : d ≠ 0) (q : ℂ) (e : ℝ) :
    crossSection V d q e = 0 ↔ (∃ c : ℂ, d = c • V) ∧ q = -(e : ℂ) := by
  -- for parallel vectors the whole of `d` is resonant
  have key : ∀ c : ℂ, d = c • V → (crossSection V d q e = 0 ↔ q = -(e : ℂ)) := by
    intro c hc
    have hV : V ≠ 0 := by
      rintro rfl
      exact hd (by rw [hc, smul_zero])
    have hVV : inner ℂ V V = (‖V‖ : ℂ) ^ 2 := inner_self_eq_norm_sq_to_K V
    have hn : (‖V‖ : ℂ) ^ 2 ≠ 0 :=
      pow_ne_zero 2 (Complex.ofReal_ne_zero.2 (norm_ne_zero_iff.2 hV))
    have hP : resonantPart V d = d := by
      rw [hc, resonantPart, inner_smul_right, hVV, mul_div_assoc, div_self hn, mul_one]
    rw [crossSection, amplitude_split, hP, sub_self, zero_add, pow_eq_zero_iff two_ne_zero,
      norm_eq_zero, smul_eq_zero, or_iff_left hd, div_eq_zero_iff,
      or_iff_left (add_I_ne_zero e), add_eq_zero_iff_eq_neg]
  constructor
  · intro h
    have hT : amplitude V d q e = 0 := by
      rw [crossSection, pow_eq_zero_iff two_ne_zero, norm_eq_zero] at h
      exact h
    have hc : d = (-((q - I) / ((e : ℂ) + I) * (inner ℂ V d / (‖V‖ : ℂ) ^ 2))) • V := by
      rw [amplitude, resonantPart, smul_smul] at hT
      rw [neg_smul]
      exact eq_neg_of_add_eq_zero_left hT
    exact ⟨⟨_, hc⟩, (key _ hc).1 h⟩
  · rintro ⟨⟨c, hc⟩, hq⟩
    exact (key c hc).2 hq
```

## The theorem for real q

The main theorem takes V ≠ 0, d ≠ 0, the equation for ρ² and a real q. It has three conclusions:

- 0 ≤ ρ² ≤ 1.
- σ(e) = ‖d‖² (1 − ρ² + ρ² (q + e)²/(1 + e²)) for every real e.
- σ has a zero at some real e if and only if d = cV for some complex c.

For the bounds, the defining equation of ρ² is compared with 0 ≤ |⟨V,d⟩|² and with the Cauchy–Schwarz inequality |⟨V,d⟩|² ≤ ‖V‖²‖d‖². The common factor ‖V‖²‖d‖² is positive and can be cancelled. This step uses both nonvanishing conditions: if either vector were zero, the defining equation would read 0 = 0 and leave ρ² arbitrary.

The line shape is the earlier one with |q + e|² = (q + e)². For the last conclusion, a zero forces d to be parallel to V, and conversely e = −q is a zero when d is parallel to V. If V and d are both real, the factor c is real as well.

```lean
/-- Fano profile with several continua, for real `q`: the correlation coefficient `ρ2` lies
between 0 and 1, the cross section is a constant background plus a Fano profile of weight `ρ2`,
and it has a zero at some real energy exactly when `d` is parallel to `V`. -/
theorem fano_profile {V d : E} {ρ2 : ℝ} (hV : V ≠ 0) (hd : d ≠ 0)
    (hρ : ‖inner ℂ V d‖ ^ 2 = ρ2 * (‖V‖ ^ 2 * ‖d‖ ^ 2)) (q : ℝ) :
    (0 ≤ ρ2 ∧ ρ2 ≤ 1) ∧
    (∀ e : ℝ, crossSection V d q e =
      ‖d‖ ^ 2 * (1 - ρ2 + ρ2 * ((q + e) ^ 2 / (1 + e ^ 2)))) ∧
    ((∃ e : ℝ, crossSection V d q e = 0) ↔ ∃ c : ℂ, d = c • V) := by
  have hv : 0 < ‖V‖ := norm_pos_iff.2 hV
  have hd' : 0 < ‖d‖ := norm_pos_iff.2 hd
  have hpos : 0 < ‖V‖ ^ 2 * ‖d‖ ^ 2 := by positivity
  refine ⟨⟨?_, ?_⟩, ?_, ?_⟩
  · refine le_of_mul_le_mul_right ?_ hpos
    rw [zero_mul, ← hρ]
    positivity
  · -- Cauchy-Schwarz
    refine le_of_mul_le_mul_right ?_ hpos
    rw [one_mul, ← hρ, ← mul_pow]
    exact pow_le_pow_left₀ (norm_nonneg _) (norm_inner_le_norm V d) 2
  · intro e
    rw [crossSection_eq hV hρ, ← Complex.ofReal_add, Complex.norm_real, Real.norm_eq_abs, sq_abs]
  · constructor
    · rintro ⟨e, he⟩
      exact ((crossSection_eq_zero_iff hd _ e).1 he).1
    · intro h
      exact ⟨-q, (crossSection_eq_zero_iff hd _ _).2 ⟨h, by simp⟩⟩
```

## The lowest and highest values

For V ≠ 0 and real q, write the line shape as

σ(e) = ‖d‖² (1 − ρ²) + ρ²‖d‖² (q + e)²/(1 + e²).

The second term is nonnegative and vanishes at e = −q, so the minimum of σ is ‖d‖²(1 − ρ²). For the upper bound, expanding the squares gives

(1 + q²)(1 + e²) − (q + e)² = (1 − qe)² ≥ 0.

Hence (q + e)²/(1 + e²) ≤ 1 + q², with equality when qe = 1, and

σ(e) ≤ ‖d‖² (1 + ρ²q²).

For q ≠ 0 the bound is reached at e = 1/q. For q = 0 no energy satisfies qe = 1, and the theorem then gives only the inequality.

In the proof, `F` is the rewritten line shape and `hr` says that ρ²‖d‖² is nonnegative. The term `sq_nonneg (1 - q * e)` passes the square above to `nlinarith`.

For an isolated autoionising resonance with real q and constant V and d, a nonzero minimum in the computed photoionisation cross section, summed over all continua and not artificially broadened, thus measures the dipole strength in combinations of continua to which the discrete state does not couple.

```lean
/-- For real `q` the cross section is at least `‖d‖²(1 - ρ2)`, with equality at `e = -q`, and at
most `‖d‖²(1 + ρ2 q²)`, with equality where `q e = 1`. -/
theorem crossSection_extrema {V d : E} {ρ2 : ℝ} (hV : V ≠ 0)
    (hρ : ‖inner ℂ V d‖ ^ 2 = ρ2 * (‖V‖ ^ 2 * ‖d‖ ^ 2)) (q : ℝ) :
    (∀ e : ℝ, ‖d‖ ^ 2 * (1 - ρ2) ≤ crossSection V d q e) ∧
    crossSection V d q (-q) = ‖d‖ ^ 2 * (1 - ρ2) ∧
    (∀ e : ℝ, crossSection V d q e ≤ ‖d‖ ^ 2 * (1 + ρ2 * q ^ 2)) ∧
    (∀ e : ℝ, q * e = 1 → crossSection V d q e = ‖d‖ ^ 2 * (1 + ρ2 * q ^ 2)) := by
  have F : ∀ e : ℝ, crossSection V d q e =
      ‖d‖ ^ 2 * (1 - ρ2) + ρ2 * ‖d‖ ^ 2 * ((q + e) ^ 2 / (1 + e ^ 2)) := by
    intro e
    rw [crossSection_eq hV hρ, ← Complex.ofReal_add, Complex.norm_real, Real.norm_eq_abs, sq_abs]
    ring
  have hr : 0 ≤ ρ2 * ‖d‖ ^ 2 := by
    rw [← norm_sq_resonantPart hV hρ]
    positivity
  refine ⟨fun e => ?_, ?_, fun e => ?_, fun e he => ?_⟩
  · have hg : 0 ≤ (q + e) ^ 2 / (1 + e ^ 2) := by positivity
    rw [F]
    linarith [mul_nonneg hr hg]
  · rw [F, add_neg_cancel]
    simp
  · -- `(1 + q²)(1 + e²) - (q + e)² = (1 - q e)²`
    have hg : (q + e) ^ 2 / (1 + e ^ 2) ≤ 1 + q ^ 2 := by
      rw [div_le_iff₀ (by positivity)]
      nlinarith [sq_nonneg (1 - q * e)]
    rw [F]
    linarith [mul_le_mul_of_nonneg_left hg hr]
  · have hg : (q + e) ^ 2 / (1 + e ^ 2) = 1 + q ^ 2 := by
      rw [div_eq_iff (by positivity)]
      linear_combination (1 - q * e) * he
    rw [F, hg]
    ring
```

## One continuum, an orthogonal dipole, and two continua

With a single continuum, V and d are nonzero complex numbers. They are always parallel, so ρ² = 1 and the line shape reduces to the familiar single-channel Fano profile

σ(e) = |d|² (q + e)²/(1 + e²),

with its zero at e = −q.

At the other end, ρ² = 0 means that d is orthogonal to V. For finite q the cross section is then constant, σ(e) = ‖d‖². A discrete state with dipole strength of its own can still produce a peak in this situation, but describing it takes the limit q → ∞ with ρ²q² held fixed, which lies beyond the theorems here.

Two continua are enough for an intermediate value. Take V = (1, 0) and d = (1, 1). Then

⟨V,d⟩ = 1, ‖V‖² = 1, ‖d‖² = 2, ρ² = 1/2.

For real q the line shape is

σ(e) = 1 + (q + e)²/(1 + e²),

which never falls below 1. With the normalised dipole vector (1, 1)/√2 all values are halved, and the minimum is 1/2. The last theorem checks that these vectors are nonzero and satisfy the equation for ρ² with the value 1/2, by comparing components and evaluating the sums over the two continua.

```lean
/-- Two continua with `V = (1, 0)` and `d = (1, 1)` satisfy the hypotheses with `ρ2 = 1/2`. -/
theorem fano_profile_witness :
    (!₂[1, 0] : EuclideanSpace ℂ (Fin 2)) ≠ 0 ∧ (!₂[1, 1] : EuclideanSpace ℂ (Fin 2)) ≠ 0 ∧
    ‖inner ℂ (!₂[1, 0] : EuclideanSpace ℂ (Fin 2)) !₂[1, 1]‖ ^ 2 =
      (1 / 2 : ℝ) * (‖(!₂[1, 0] : EuclideanSpace ℂ (Fin 2))‖ ^ 2 *
        ‖(!₂[1, 1] : EuclideanSpace ℂ (Fin 2))‖ ^ 2) := by
  refine ⟨fun h => ?_, fun h => ?_, ?_⟩
  · have h' := congrArg (fun x : EuclideanSpace ℂ (Fin 2) => x.ofLp 0) h
    simp at h'
  · have h' := congrArg (fun x : EuclideanSpace ℂ (Fin 2) => x.ofLp 0) h
    simp at h'
  · norm_num [EuclideanSpace.norm_sq_eq, PiLp.inner_apply, Fin.sum_univ_two]

end

end FanoProfile
```

```lean
#print axioms FanoProfile.fano_profile
#print axioms FanoProfile.crossSection_extrema
```

```
'FanoProfile.fano_profile' depends on axioms: [propext, Classical.choice, Quot.sound]
'FanoProfile.crossSection_extrema' depends on axioms: [propext, Classical.choice, Quot.sound]
```
